# An exponential-series bound on propagator entries for range-one hopping on a finite lattice

In a simulation of one particle on a lattice, the propagator for a short time step can be stored as a sparse matrix by setting to zero every entry between sites that are far apart. A bound on each discarded entry then limits the error. Let \(H\) be the Hamiltonian matrix, \(t\) the time and \(U=e^{-itH}\) the propagator, with \(\hbar=1\). Let \(d(j,k)\) be the smallest number of nearest-neighbour hops that leads from site \(j\) to site \(k\). If \(H_{jk}=0\) whenever \(d(j,k)>1\), and \(\|Hy\|\le c\|y\|\) for every state \(y\), then

\[
|U_{jk}|\le\sum_{m\ge d(j,k)}\frac{(c|t|)^m}{m!}.
\]

The bound holds for a time-independent \(H\) on finitely many sites. These form the finite type `ι`, and `Matrix ι ι ℂ` holds the matrices indexed by them.

```lean
import Mathlib

open Matrix

namespace LatticeLightCone

noncomputable section

variable {ι : Type*} [Fintype ι] [DecidableEq ι]
```

## States, propagator and series tail

A state is a function \(y\) from sites to complex amplitudes, with norm \(\|y\|=\sqrt{\sum_i|y_i|^2}\). States need not be normalised.

```lean
/-- The Euclidean norm of a state given by its amplitudes on the lattice sites. -/
def stateNorm {ι : Type*} [Fintype ι] (y : ι → ℂ) : ℝ := √(∑ i, ‖y i‖ ^ 2)
```

The propagator is the matrix exponential, and its entry \(U_{jk}\) is the amplitude to go from site \(k\) to site \(j\).

```lean
/-- The time evolution matrix `exp(-itH)`, in units with `ħ = 1`. -/
def propagator (H : Matrix ι ι ℂ) (t : ℝ) : Matrix ι ι ℂ :=
  NormedSpace.exp ((-(Complex.I * (t : ℂ))) • H)
```

The right-hand side of the bound is the exponential series of \(x=c|t|\) with the terms below order \(d\) replaced by zero:

\[
T_d(x)=\sum_{m\ge d}\frac{x^m}{m!}.
\]

```lean
/-- The part of the exponential series of `x` with order at least `d`. -/
def lightConeTail (x : ℝ) (d : ℕ) : ℝ :=
  ∑' m : ℕ, if d ≤ m then x ^ m / (m.factorial : ℝ) else 0
```

The state \(e_k\), with amplitude one on site \(k\) and zero elsewhere, has \(\|e_k\|=1\), because only one term of the sum survives.

```lean
/-- A state localized on a single site with amplitude one has norm one. -/
theorem stateNorm_single (k : ι) : stateNorm (Pi.single k 1 : ι → ℂ) = 1 := by
  have h : ∑ i, ‖(Pi.single k 1 : ι → ℂ) i‖ ^ 2 = 1 := by
    rw [Finset.sum_eq_single k]
    · simp
    · intro i _ hi
      simp [Pi.single_eq_of_ne hi]
    · simp
  rw [stateNorm, h, Real.sqrt_one]
```

## Too few hops give a zero matrix element

The claim is that \((H^m)_{jk}=0\) when \(m<d(j,k)\). For \(m=0\), the condition \(d(j,k)>0\) forces \(j\ne k\), so the identity matrix has a zero there. For the next power, write

\[
(H^{m+1})_{jk}=\sum_l (H^m)_{jl}H_{lk},\qquad m+1<d(j,k).
\]

If \(m<d(j,l)\), the first factor vanishes by induction. Otherwise \(d(j,l)\le m\), and the triangle inequality gives \(d(l,k)\ge d(j,k)-d(j,l)>1\), so the second factor vanishes.

In Lean, `d` is any natural-valued function that is zero on the diagonal (`hd`) and obeys the triangle inequality (`htri`). Lattices of any dimension are therefore included. The hypothesis `hop` states the range of the hopping, and `by_cases` makes the split above.

```lean
/-- If `H` couples only sites at distance at most one, then `H ^ m` has no matrix element
between sites more than `m` apart. -/
theorem pow_entry_eq_zero (d : ι → ι → ℕ) (hd : ∀ j, d j j = 0)
    (htri : ∀ j l k, d j k ≤ d j l + d l k) (H : Matrix ι ι ℂ)
    (hop : ∀ j k, 1 < d j k → H j k = 0) (m : ℕ) (j k : ι) (h : m < d j k) :
    (H ^ m) j k = 0 := by
  induction m generalizing k with
  | zero =>
    have hjk : j ≠ k := by
      rintro rfl
      rw [hd] at h
      omega
    rw [pow_zero, Matrix.one_apply_ne hjk]
  | succ m ih =>
    rw [pow_succ, Matrix.mul_apply]
    refine Finset.sum_eq_zero fun l _ => ?_
    -- either the first m hops or the last hop would have to reach too far
    by_cases hl : m < d j l
    · rw [ih l hl, zero_mul]
    · have h1 := htri j l k
      rw [hop l k (by omega), mul_zero]
```

## The norm bound limits every power

Applying \(\|Hy\|\le c\|y\|\) to \(e_k\) shows that \(c\ge0\). The bound can then be iterated:

\[
\|H^{m+1}y\|\le c\,\|H^m y\|\le c^{m+1}\|y\|.
\]

Since \((H^m)_{jk}\) is the amplitude of \(H^m e_k\) on site \(j\), and one amplitude cannot exceed the norm of the whole state,

\[
|(H^m)_{jk}|\le\|H^m e_k\|\le c^m.
\]

The constant \(c\) is an energy scale that bounds the whole of \(H\), on-site energies included. In the proof, `hpow` is the iteration and `h3` compares one squared amplitude with the full sum.

```lean
/-- If `H` stretches no state by more than a factor `c`, then every matrix element of `H ^ m`
has modulus at most `c ^ m`. -/
theorem norm_pow_entry_le (H : Matrix ι ι ℂ) (c : ℝ)
    (hc : ∀ y, stateNorm (H *ᵥ y) ≤ c * stateNorm y) (m : ℕ) (j k : ι) :
    ‖(H ^ m) j k‖ ≤ c ^ m := by
  have hc0 : 0 ≤ c := by
    have h := hc (Pi.single k 1)
    rw [stateNorm_single, mul_one] at h
    exact (Real.sqrt_nonneg _).trans h
  -- iterate the norm bound
  have hpow : ∀ y, stateNorm ((H ^ m) *ᵥ y) ≤ c ^ m * stateNorm y := by
    intro y
    induction m with
    | zero => simp
    | succ m ih =>
      rw [pow_succ', ← Matrix.mulVec_mulVec]
      calc stateNorm (H *ᵥ ((H ^ m) *ᵥ y)) ≤ c * stateNorm ((H ^ m) *ᵥ y) := hc _
        _ ≤ c * (c ^ m * stateNorm y) := mul_le_mul_of_nonneg_left ih hc0
        _ = c ^ (m + 1) * stateNorm y := by ring
  -- apply it to a state localized on site k, and read off the amplitude on site j
  have h1 := hpow (Pi.single k 1)
  rw [stateNorm_single, mul_one] at h1
  have h2 : ((H ^ m) *ᵥ (Pi.single k 1 : ι → ℂ)) j = (H ^ m) j k := by simp
  have h3 : ‖((H ^ m) *ᵥ (Pi.single k 1 : ι → ℂ)) j‖ ^ 2
      ≤ ∑ i, ‖((H ^ m) *ᵥ (Pi.single k 1 : ι → ℂ)) i‖ ^ 2 :=
    Finset.single_le_sum (f := fun i => ‖((H ^ m) *ᵥ (Pi.single k 1 : ι → ℂ)) i‖ ^ 2)
      (fun i _ => sq_nonneg _) (Finset.mem_univ j)
  rw [← h2]
  exact ((le_abs_self _).trans (Real.abs_le_sqrt h3)).trans h1
```

## Reading the exponential entry by entry

The matrix series \(U=\sum_m(-itH)^m/m!\) converges, and taking the \((j,k)\) entry is additive and continuous, so

\[
U_{jk}=\sum_{m\ge0}\frac{(-it)^m}{m!}(H^m)_{jk}.
\]

`HasSum` says that the series converges to the stated value. The proof chooses a matrix norm to express convergence, then sends the series through the entry map `f`.

```lean
/-- The amplitude to go from site `k` to site `j` is the sum over `m` of the `m`-th order terms
`(-it)^m (H^m)_jk / m!`. -/
theorem propagator_hasSum (H : Matrix ι ι ℂ) (t : ℝ) (j k : ι) :
    HasSum (fun m : ℕ => ((m.factorial : ℂ))⁻¹ *
      ((-(Complex.I * (t : ℂ))) ^ m * (H ^ m) j k)) (propagator H t j k) := by
  let : NormedRing (Matrix ι ι ℂ) := Matrix.linftyOpNormedRing
  let : NormedAlgebra ℂ (Matrix ι ι ℂ) := Matrix.linftyOpNormedAlgebra
  have hs := NormedSpace.exp_series_hasSum_exp' (𝕂 := ℂ) ((-(Complex.I * (t : ℂ))) • H)
  let f : Matrix ι ι ℂ →+ ℂ :=
    { toFun := fun M => M j k, map_zero' := rfl, map_add' := fun _ _ => rfl }
  have he := hs.map f (continuous_id.matrix_elem j k)
  convert he using 1
  funext m
  change _ = ((m.factorial : ℂ)⁻¹ • ((-(Complex.I * (t : ℂ))) • H) ^ m) j k
  · rw [smul_pow, Matrix.smul_apply, Matrix.smul_apply, smul_eq_mul, smul_eq_mul]
  · rfl
```

## The bound for a general hop distance

Terms with \(m<d(j,k)\) vanish, and each remaining term obeys

\[
\left|\frac{(-it)^m}{m!}(H^m)_{jk}\right|\le\frac{|t|^m c^m}{m!}=\frac{(c|t|)^m}{m!}.
\]

Summing over \(m\) gives \(|U_{jk}|\le T_{d(j,k)}(c|t|)\). The tail converges by comparison with the full exponential series, which is `hsum` in the proof; `tsum_of_norm_bounded` then turns the termwise estimate into one for the sum. Hermiticity is not assumed. The number of sites does not appear in the bound, so a value of \(c\) valid for all system sizes gives one estimate for all of them.

```lean
/-- Light-cone bound: if `H` couples only sites at distance at most one and stretches no state by
more than a factor `c`, then the transition amplitude between two sites has modulus at most the part
of the exponential series of `c|t|` from order `d j k` on. -/
theorem light_cone_bound (d : ι → ι → ℕ) (hd : ∀ j, d j j = 0)
    (htri : ∀ j l k, d j k ≤ d j l + d l k) (H : Matrix ι ι ℂ)
    (hop : ∀ j k, 1 < d j k → H j k = 0) (c : ℝ)
    (hc : ∀ y, stateNorm (H *ᵥ y) ≤ c * stateNorm y) (t : ℝ) (j k : ι) :
    ‖propagator H t j k‖ ≤ lightConeTail (c * |t|) (d j k) := by
  have hc0 : 0 ≤ c := by
    have h := (norm_nonneg _).trans (norm_pow_entry_le H c hc 1 j k)
    rwa [pow_one] at h
  have hsum : Summable (fun m : ℕ =>
      if d j k ≤ m then (c * |t|) ^ m / (m.factorial : ℝ) else 0) := by
    refine Summable.of_nonneg_of_le (fun m => ?_) (fun m => ?_)
      (Real.summable_pow_div_factorial (c * |t|))
    · split_ifs <;> positivity
    · split_ifs
      · exact le_rfl
      · positivity
  unfold lightConeTail
  rw [← (propagator_hasSum H t j k).tsum_eq]
  refine tsum_of_norm_bounded hsum.hasSum fun m => ?_
  split_ifs with h
  · rw [norm_mul, norm_mul, norm_inv, norm_pow, norm_neg, norm_mul, Complex.norm_I, one_mul,
      Complex.norm_real, Real.norm_eq_abs, Complex.norm_natCast]
    calc ((m.factorial : ℝ))⁻¹ * (|t| ^ m * ‖(H ^ m) j k‖)
        ≤ ((m.factorial : ℝ))⁻¹ * (|t| ^ m * c ^ m) :=
          mul_le_mul_of_nonneg_left (mul_le_mul_of_nonneg_left
            (norm_pow_entry_le H c hc m j k) (by positivity)) (by positivity)
      _ = (c * |t|) ^ m / (m.factorial : ℝ) := by rw [mul_pow]; ring
  · -- orders below the distance do not contribute
    rw [pow_entry_eq_zero d hd htri H hop m j k (not_le.mp h)]
    simp
```

## Exponential decay outside the cone

For \(\mu\ge0\) and \(m\ge d\), the weight \(e^{\mu(m-d)}\) is at least one. Inserting it, and then restoring the missing nonnegative terms, gives for \(x\ge0\)

\[
T_d(x)\le e^{-\mu d}\sum_{m\ge0}\frac{(e^\mu x)^m}{m!}=e^{\,e^\mu x-\mu d}.
\]

With \(x=c|t|\) and \(\mu>0\), the exponent is \(-\mu(d-v|t|)\), where \(v=e^\mu c/\mu\). The bound thus decays exponentially with distance beyond \(v|t|\). This is the sense of "light cone" here: amplitudes outside it need not be zero, but the bound on their modulus becomes small far beyond the edge.

The Lean proof first reduces the claim to finite partial sums, using `Real.tsum_le_of_sum_range_le`, and then estimates each of them.

```lean
/-- The exponential series of `x ≥ 0` from order `d` on is at most `exp(e^μ x - μ d)`,
for every rate `μ ≥ 0`. -/
theorem lightConeTail_le_exp (x μ : ℝ) (hx : 0 ≤ x) (hμ : 0 ≤ μ) (d : ℕ) :
    lightConeTail x d ≤ Real.exp (Real.exp μ * x - μ * d) := by
  unfold lightConeTail
  refine Real.tsum_le_of_sum_range_le (fun m => by split_ifs <;> positivity) fun n => ?_
  calc ∑ m ∈ Finset.range n, (if d ≤ m then x ^ m / (m.factorial : ℝ) else 0)
      ≤ ∑ m ∈ Finset.range n,
          Real.exp (-(μ * d)) * ((Real.exp μ * x) ^ m / (m.factorial : ℝ)) := by
        refine Finset.sum_le_sum fun m _ => ?_
        split_ifs with h
        · -- the weight exp(μ (m - d)) is at least one
          have h1 : 1 ≤ Real.exp (-(μ * d)) * Real.exp μ ^ m := by
            rw [← Real.exp_nat_mul, ← Real.exp_add]
            apply Real.one_le_exp
            have h2 : (d : ℝ) ≤ m := by exact_mod_cast h
            nlinarith [mul_le_mul_of_nonneg_left h2 hμ]
          have h3 : 0 ≤ x ^ m / (m.factorial : ℝ) := by positivity
          have h4 := mul_le_mul_of_nonneg_right h1 h3
          rw [one_mul] at h4
          refine h4.trans (le_of_eq ?_)
          rw [mul_pow]
          ring
        · positivity
    _ = Real.exp (-(μ * d)) *
          ∑ m ∈ Finset.range n, (Real.exp μ * x) ^ m / (m.factorial : ℝ) := by
        rw [Finset.mul_sum]
    _ ≤ Real.exp (-(μ * d)) * Real.exp (Real.exp μ * x) :=
        mul_le_mul_of_nonneg_left (Real.sum_le_exp_of_nonneg (by positivity) n)
          (Real.exp_pos _).le
    _ = Real.exp (Real.exp μ * x - μ * d) := by
        rw [← Real.exp_add]
        congr 1
        ring
```

## Hermiticity and the open chain

If \(H\) is Hermitian, then

\[
U^\dagger U=e^{itH}e^{-itH}=e^0=1,
\]

where the exponentials combine because both exponents are multiples of \(H\). Each column of \(U\) therefore has norm one, and \(|U_{jk}|\le1\). The proof establishes `hU` in this way and then applies Mathlib's entry bound for unitary matrices.

```lean
/-- For a Hermitian Hamiltonian every transition amplitude has modulus at most one. -/
theorem norm_propagator_le_one (H : Matrix ι ι ℂ) (hH : H.IsHermitian) (t : ℝ) (j k : ι) :
    ‖propagator H t j k‖ ≤ 1 := by
  have hU : (propagator H t)ᴴ * propagator H t = 1 := by
    unfold propagator
    have h0 : star (-(Complex.I * (t : ℂ))) + -(Complex.I * (t : ℂ)) = 0 := by
      apply Complex.ext <;> simp
    rw [← Matrix.exp_conjTranspose, Matrix.conjTranspose_smul, hH.eq,
      ← Matrix.exp_add_of_commute _ _ (((Commute.refl H).smul_left _).smul_right _),
      ← add_smul, h0, zero_smul, NormedSpace.exp_zero]
  exact entry_norm_bound_of_unitary (Matrix.mem_unitaryGroup_iff'.mpr hU) j k
```

For an open chain of \(N\) sites, `Fin N` labels them \(0,\dots,N-1\), and the hop distance is \(|j-k|\), written as the `natAbs` of an integer difference. With \(H\) Hermitian, both estimates apply:

\[
|U_{jk}|\le\min\bigl(1,\;T_{|j-k|}(c|t|)\bigr).
\]

On the diagonal the tail is the full series \(e^{c|t|}\ge1\), so there unitarity gives the bound. Far from the diagonal at short times, the tail is the smaller of the two. The proof supplies the chain distance to the general theorem, with `omega` checking the triangle inequality, and `le_min` joins the two estimates.

```lean
/-- On an open chain, if a Hermitian nearest-neighbour Hamiltonian stretches no state by more than a
factor `c`, then the amplitude between sites `j` and `k` has modulus at most one and at most the
part of the exponential series of `c|t|` from order `|j - k|` on. -/
theorem chain_light_cone {N : ℕ} (H : Matrix (Fin N) (Fin N) ℂ) (hH : H.IsHermitian)
    (hop : ∀ j k : Fin N, 1 < (((j : ℕ) : ℤ) - ((k : ℕ) : ℤ)).natAbs → H j k = 0) (c : ℝ)
    (hc : ∀ y, stateNorm (H *ᵥ y) ≤ c * stateNorm y) (t : ℝ) (j k : Fin N) :
    ‖propagator H t j k‖ ≤
      min 1 (lightConeTail (c * |t|) (((j : ℕ) : ℤ) - ((k : ℕ) : ℤ)).natAbs) :=
  le_min (norm_propagator_le_one H hH t j k)
    (light_cone_bound (fun a b : Fin N => (((a : ℕ) : ℤ) - ((b : ℕ) : ℤ)).natAbs)
      (fun a => by simp) (fun a b e => by omega) H hop c hc t j k)

end

end LatticeLightCone
```

```lean
#print axioms LatticeLightCone.light_cone_bound
#print axioms LatticeLightCone.lightConeTail_le_exp
#print axioms LatticeLightCone.chain_light_cone
```

```
'LatticeLightCone.light_cone_bound' depends on axioms: [propext, Classical.choice, Quot.sound]
'LatticeLightCone.lightConeTail_le_exp' depends on axioms: [propext, Classical.choice, Quot.sound]
'LatticeLightCone.chain_light_cone' depends on axioms: [propext, Classical.choice, Quot.sound]
```
